# Exponentiating the displacement generator of an oscillator cut off to two levels gives a plane rotation

Keep only the lowest two levels of a harmonic oscillator, so that the lowering operator a becomes a 2×2 real matrix, and form exp(z(aᵀ − a)) for a real number z. The lemma says that this matrix is the rotation of the plane by the angle z, with entries cos z and ±sin z. The cut-off is made before the exponential is taken, so this is not a block of the full oscillator's displacement operator. The proof notes that the matrix J = aᵀ − a squares to −1, which gives an algebra map from the complex numbers to the 2×2 matrices sending i to J, and it uses that map to carry Euler's formula for exp(iz) over to matrices.

This version doesn't compile in Lean 4 with Mathlib:

```lean
import Mathlib

open Matrix MeasureTheory Filter Topology
open scoped Real

namespace TruncatedFranckCondon

noncomputable section

/-- The lowering operator of the harmonic oscillator, cut off to the lowest `N` levels. -/
def lowering (N : ℕ) : Matrix (Fin N) (Fin N) ℝ :=
  Matrix.of fun i j => if i.val + 1 = j.val then √(j.val : ℝ) else 0

/-- The displacement operator `exp (z (aᵀ - a))` built from the truncated ladder matrix. -/
def displacement (N : ℕ) (z : ℝ) : Matrix (Fin N) (Fin N) ℝ :=
  NormedSpace.exp (z • ((lowering N)ᵀ - lowering N))

/-- With two levels the lowering operator is the matrix `[[0, 1], [0, 0]]`. -/
theorem lowering_two : lowering 2 = !![0, 1; 0, 0] := by
  ext i j
  fin_cases i <;> fin_cases j <;> simp [lowering]

open scoped Matrix.Norms.Operator in
/-- With two levels the displacement operator is a plane rotation by the angle `z`. -/
theorem displacement_two (z : ℝ) :
    displacement 2 z = !![Real.cos z, -Real.sin z; Real.sin z, Real.cos z] := by
  -- the generator squares to -1, so it plays the role of the imaginary unit
  have hJ : (!![0, -1; 1, 0] : Matrix (Fin 2) (Fin 2) ℝ) * !![0, -1; 1, 0] = -1 := by
    ext i j
    fin_cases i <;> fin_cases j <;> simp [Matrix.mul_apply, Fin.sum_univ_succ]
  have hc : Continuous (Complex.liftAux _ hJ) :=
    (Complex.liftAux _ hJ).toLinearMap.continuous_of_finiteDimensional
  have hgen : z • ((lowering 2)ᵀ - lowering 2)
      = Complex.liftAux _ hJ ((z : ℂ) * Complex.I) := by
    rw [lowering_two, Complex.liftAux_apply]
    ext i j
    fin_cases i <;> fin_cases j <;> simp [Matrix.algebraMap_matrix_apply]
  -- carry Euler's formula over to matrices
  rw [displacement, hgen, ← NormedSpace.map_exp _ hc, ← Complex.exp_eq_exp_ℂ,
    Complex.liftAux_apply, Complex.exp_ofReal_mul_I_re, Complex.exp_ofReal_mul_I_im]
  ext i j
  fin_cases i <;> fin_cases j <;> simp [Matrix.algebraMap_matrix_apply]

end

end TruncatedFranckCondon
```

The error:

```
Main.lean:39:26: error: Tactic `rewrite` failed: Did not find an occurrence of the pattern
  NormedSpace.exp ((Complex.liftAux !![0, -1; 1, 0] hJ) ?x)
in the target expression
  NormedSpace.exp ((Complex.liftAux !![0, -1; 1, 0] hJ) (↑z * Complex.I)) =
    !![Real.cos z, -Real.sin z; Real.sin z, Real.cos z]

z : ℝ
hJ : !![0, -1; 1, 0] * !![0, -1; 1, 0] = -1
hc : Continuous ⇑(Complex.liftAux !![0, -1; 1, 0] hJ)
hgen : z • ((lowering 2)ᵀ - lowering 2) = (Complex.liftAux !![0, -1; 1, 0] hJ) (↑z * Complex.I)
⊢ NormedSpace.exp ((Complex.liftAux !![0, -1; 1, 0] hJ) (↑z * Complex.I)) =
    !![Real.cos z, -Real.sin z; Real.sin z, Real.cos z]
Main.lean:37:42: warning: This simp argument is unused:
  Matrix.algebraMap_matrix_apply

Hint: Omit it from the simp argument list.
  [apply] simp

Note: This linter can be disabled with `set_option linter.unusedSimpArgs false`
```

Fix (accepted with no message):

```diff
@@ -35,8 +35,11 @@
     rw [lowering_two, Complex.liftAux_apply]
     ext i j
-    fin_cases i <;> fin_cases j <;> simp [Matrix.algebraMap_matrix_apply]
+    fin_cases i <;> fin_cases j <;> simp
   -- carry Euler's formula over to matrices
-  rw [displacement, hgen, ← NormedSpace.map_exp _ hc, ← Complex.exp_eq_exp_ℂ,
-    Complex.liftAux_apply, Complex.exp_ofReal_mul_I_re, Complex.exp_ofReal_mul_I_im]
+  rw [displacement, hgen]
+  refine Eq.trans (b := Complex.liftAux _ hJ (Complex.exp ((z : ℂ) * Complex.I))) ?_ ?_
+  · rw [Complex.exp_eq_exp_ℂ]
+    exact (NormedSpace.map_exp (Complex.liftAux _ hJ) hc ((z : ℂ) * Complex.I)).symm
+  rw [Complex.liftAux_apply, Complex.exp_ofReal_mul_I_re, Complex.exp_ofReal_mul_I_im]
   ext i j
   fin_cases i <;> fin_cases j <;> simp [Matrix.algebraMap_matrix_apply]
```

Cause. The error says that `rw` could not find the pattern from `NormedSpace.map_exp` in the goal, though the two print alike. The difference must lie in arguments Lean does not print. The code points to the topology on matrices that `NormedSpace.exp` takes as an instance: `displacement` was defined before `Matrix.Norms.Operator` was opened and uses the ordinary matrix topology, while in this theorem `map_exp` picks up the one that comes from the operator norm. The two are equal by definition, but `rw` does not unfold far enough to see it when it searches for a pattern.

The repair names the middle term, the image of `Complex.exp (z * I)`, with `Eq.trans`. The first step turns `Complex.exp` into `NormedSpace.exp` and gives `map_exp`, reversed, to `exact`, which does unfold the definitions and accepts it. The remaining rewrites then run as planned.

The warning is separate: `simp` never used `Matrix.algebraMap_matrix_apply` in the proof of `hgen`, and dropping it is mere tidying.
